# The N electrons of a shell l can be shared between its subshells j = l − 1/2 and j = l + 1/2 in min(N, 4l + 2 − N, 2l) + 1 ways

In jj coupling a shell of orbital quantum number l divides into two subshells, j = l − 1/2 with room for 2l electrons and j = l + 1/2 with room for 2l + 2. The theorem counts the pairs of natural numbers (a, b) with a + b = N, a ≤ 2l and b ≤ 2l + 2, and says that for N ≤ 4l + 2 there are min(N, 4l + 2 − N, 2l) + 1 of them. Only occupation numbers are counted, not the quantum states within each subshell, and no Hamiltonian enters. The proof writes the set of pairs as the image of an interval of values of a under the injective map a ↦ (a, N − a), then counts the interval.

This version doesn't compile in Lean 4 with Mathlib:

```lean
import Mathlib

open Finset

namespace CardJjSplittings

/-- The jj splittings of `l^N`: pairs `(a, b)` with `a + b = N`, where `a` electrons occupy the
subshell `j = l - 1/2` of capacity `2l` and `b` the subshell `j = l + 1/2` of capacity `2l + 2`. -/
def jjSplittings (l N : ℕ) : Finset (ℕ × ℕ) :=
  (antidiagonal N).filter (fun p => p.1 ≤ 2 * l ∧ p.2 ≤ 2 * l + 2)

/-- A shell `l` with `N ≤ 4l + 2` electrons has `min(N, 4l + 2 - N, 2l) + 1` jj splittings. -/
theorem card_jjSplittings (l N : ℕ) (hN : N ≤ 4 * l + 2) :
    (jjSplittings l N).card = min N (min (4 * l + 2 - N) (2 * l)) + 1 := by
  -- the occupation of the lower subshell runs over an interval and fixes the other one
  have himg : jjSplittings l N =
      (Icc (N - (2 * l + 2)) (min N (2 * l))).image (fun a => (a, N - a)) := by
    ext ⟨a, b⟩
    simp only [jjSplittings, mem_filter, mem_antidiagonal, mem_image, mem_Icc, Prod.mk.injEq]
    constructor
    · rintro ⟨h1, h2, h3⟩
      exact ⟨a, ⟨by omega, by omega⟩, rfl, by omega⟩
    · rintro ⟨c, ⟨h1, h2⟩, rfl, rfl⟩
      omega
  rw [himg, card_image_of_injective _ (fun a b hab => congrArg Prod.fst hab), Nat.card_Icc]
  omega

end CardJjSplittings
```

Messages:

```
Main.lean:19:41: error: Ambiguous term
  mem_antidiagonal
Possible interpretations:
  HasAntidiagonal.mem_antidiagonal : ?m.110 ∈ HasAntidiagonal.antidiagonal ?m.109 ↔ ?m.110.1 + ?m.110.2 = ?m.109
  
  Finset.mem_antidiagonal : ?m.115 ∈ Finset.antidiagonal ?m.112 ?m.113 ?m.114 ↔
    ?m.115.1 ∈ ?m.110 ∧ ?m.115.2 ∈ ?m.111 ∧ ?m.115.1 + ?m.115.2 = ?m.114
Main.lean:22:20: error: omega could not prove the goal:
a possible counterexample may satisfy the constraints
  f ≥ 0
  e ≥ 0
  d ≥ 0
  d - f ≤ -1
  c ≥ 0
  2*c - d ≥ 0
  2*c - e ≥ -2
  2*c - f ≥ 0
  2*c + f ≥ -2
where
 c := ↑l
 d := ↑a
 e := ↑b
 f := ↑(N - (2 * l + 2))
Main.lean:22:30: error: omega could not prove the goal:
a possible counterexample may satisfy the constraints
  f ≥ 0
  e ≥ 0
  d ≥ 0
  d - f ≥ 1
  c ≥ 0
  2*c - d ≥ 0
  2*c - e ≥ -2
  2*c - f ≥ 0
  4*c - f ≥ -2
where
 c := ↑l
 d := ↑a
 e := ↑b
 f := if ↑N ≤ ↑(2 * l) then ↑N else ↑(2 * l)
Main.lean:22:46: error: omega could not prove the goal:
a possible counterexample may satisfy the constraints
  f ≥ 0
  e ≥ 0
  e - f ≥ 1
  d ≥ 0
  d + f ≥ 0
  c ≥ 0
  2*c - d ≥ 0
  2*c - e ≥ -2
  4*c - d - f ≥ -2
where
 c := ↑l
 d := ↑a
 e := ↑b
 f := ↑(N - a)
Main.lean:24:6: error: omega could not prove the goal:
a possible counterexample may satisfy the constraints
  d ≥ 0
  b ≥ 0
  b ≥ 0
  b - d ≤ 0
  a ≥ 0
  2*a - d ≥ 0
  4*a - d ≥ -2
where
 a := ↑l
 b := ↑c
 d := if ↑N ≤ ↑(2 * l) then ↑N else ↑(2 * l)
```

Lean accepts the file once it reads:

```diff
@@ -17,5 +17,6 @@
       (Icc (N - (2 * l + 2)) (min N (2 * l))).image (fun a => (a, N - a)) := by
     ext ⟨a, b⟩
-    simp only [jjSplittings, mem_filter, mem_antidiagonal, mem_image, mem_Icc, Prod.mk.injEq]
+    simp only [jjSplittings, mem_filter, HasAntidiagonal.mem_antidiagonal, mem_image, mem_Icc,
+      Prod.mk.injEq]
     constructor
     · rintro ⟨h1, h2, h3⟩
```

Cause. With `Finset` open, the short name `mem_antidiagonal` fits two lemmas. One says that a pair lies in `antidiagonal N` when its entries add up to N; the other concerns a different `Finset.antidiagonal`, which takes two sets as well as the sum. Lean could not choose between them and reported the term as ambiguous.

The four `omega` errors follow from this. Lean went on with the other `simp only` lemmas, so membership in `antidiagonal N` was never turned into an equation. In the forward direction `omega` therefore lacked a + b = N, which is missing from its listed constraints, and could prove neither the bounds on a nor N − a = b. In the reverse direction the membership was part of the goal, and `omega`, which works with linear arithmetic, could not prove it.

The diff writes `HasAntidiagonal.mem_antidiagonal`, which names the first lemma alone. The sum is then available to `omega` in both directions, and all five errors go. The new line break is mere layout.
